# A Householder reflection takes a quaternion vector x to a distinct y of equal norm when y\*x is real

Take $x=(1,0)^T$ and $y=(0,q)^T$ with $q$ a unit quaternion, so that both norms are 1 and $y^*x=0$. The difference $v=x-y=(1,-q)^T$ has $v^*v=2$, and $P=1-2vv^*/(v^*v)=\begin{pmatrix}0&q^*\\q&0\end{pmatrix}$ is Hermitian, squares to one and sends $x$ to $y$.

```lean
import Mathlib

open Matrix
open scoped Quaternion

namespace QuaternionicHouseholder

noncomputable section

variable {n : Type*} [Fintype n]

/-- The quaternionic overlap `x* y` of two column vectors. -/
def overlap (x y : n → ℍ[ℝ]) : ℍ[ℝ] := ∑ i, star (x i) * y i

/-- The squared norm of a quaternion column vector, as a real number. -/
def sqNorm (x : n → ℍ[ℝ]) : ℝ := ∑ i, Quaternion.normSq (x i)

/-- The dyad `v v*`. -/
def dyad (v : n → ℍ[ℝ]) : Matrix n n ℍ[ℝ] := Matrix.of fun i j => v i * star (v j)

/-- The Householder matrix `1 - 2 v v* / (v* v)`; for `v = 0` it is the identity by convention. -/
def reflector [DecidableEq n] (v : n → ℍ[ℝ]) : Matrix n n ℍ[ℝ] :=
  1 - (2 / sqNorm v) • dyad v

/-- The quaternion unit `j`. -/
def unitJ : ℍ[ℝ] := ⟨0, 0, 1, 0⟩

/-- A complex number `a + b i` viewed as a quaternion. -/
def ofComplex (z : ℂ) : ℍ[ℝ] := ⟨z.re, z.im, 0, 0⟩

/-- Time reversal on quaternion columns: multiplication by `j` from the right. -/
def timeReversal (x : n → ℍ[ℝ]) : n → ℍ[ℝ] := fun i => x i * unitJ

/-- The overlap of a vector with itself is its real squared norm. -/
theorem overlap_self (x : n → ℍ[ℝ]) : overlap x x = sqNorm x • (1 : ℍ[ℝ]) := by
  simp only [overlap, sqNorm, Finset.sum_smul]
  refine Finset.sum_congr rfl fun i _ => ?_
  rw [Quaternion.star_mul_self]
  ext <;> simp

/-- A nonzero quaternion vector has nonzero squared norm. -/
theorem sqNorm_ne_zero {v : n → ℍ[ℝ]} (hv : v ≠ 0) : sqNorm v ≠ 0 := by
  intro h
  unfold sqNorm at h
  apply hv
  funext i
  have hi := (Finset.sum_eq_zero_iff_of_nonneg
    (fun i _ => Quaternion.normSq_nonneg)).1 h i (Finset.mem_univ i)
  exact Quaternion.normSq_eq_zero.1 hi

/-- A matrix moves across the overlap as its conjugate transpose. -/
theorem overlap_mulVec (A : Matrix n n ℍ[ℝ]) (x z : n → ℍ[ℝ]) :
    overlap (A *ᵥ x) z = overlap x (Aᴴ *ᵥ z) := by
  simp only [overlap, Matrix.mulVec, dotProduct, star_sum, star_mul, Finset.sum_mul,
    Finset.mul_sum, Matrix.conjTranspose_apply, mul_assoc]
  exact Finset.sum_comm

/-- The Householder matrix is Hermitian and squares to one. -/
theorem reflector_hermitian_involution [DecidableEq n] (v : n → ℍ[ℝ]) :
    (reflector v)ᴴ = reflector v ∧ reflector v * reflector v = 1 := by
  constructor
  · have hs (c : ℝ) (q : ℍ[ℝ]) : star (c • q) = c • star q := by ext <;> simp
    unfold reflector
    rw [Matrix.conjTranspose_sub, Matrix.conjTranspose_one]
    congr 1
    refine Matrix.ext fun i j => ?_
    simp only [dyad, Matrix.conjTranspose_apply, Matrix.smul_apply, Matrix.of_apply, hs,
      star_mul, star_star]
  · -- the dyad is a multiple of a projector
    have hD : dyad v * dyad v = sqNorm v • dyad v := by
      refine Matrix.ext fun i j => ?_
      have h : (dyad v * dyad v) i j = v i * overlap v v * star (v j) := by
        simp only [dyad, Matrix.mul_apply, Matrix.of_apply, overlap, Finset.mul_sum,
          Finset.sum_mul, mul_assoc]
      rw [h, overlap_self, Matrix.smul_apply, mul_smul_comm, mul_one, smul_mul_assoc]
      rfl
    have hc : 2 / sqNorm v * (2 / sqNorm v) * sqNorm v = 2 * (2 / sqNorm v) := by
      by_cases h : sqNorm v = 0
      · simp [h]
      · field_simp
    unfold reflector
    rw [sub_mul, one_mul, mul_sub, mul_one, smul_mul_assoc, mul_smul_comm, hD,
      smul_smul, smul_smul, hc]
    module

/-- The Householder matrix subtracts from `z` the vector `v` times `2 (v* z) / (v* v)`. -/
theorem reflector_mulVec [DecidableEq n] (v z : n → ℍ[ℝ]) (i : n) :
    (reflector v *ᵥ z) i = z i - (2 / sqNorm v) • (v i * overlap v z) := by
  unfold reflector
  rw [Matrix.sub_mulVec, Matrix.one_mulVec, Pi.sub_apply]
  congr 1
  simp only [Matrix.mulVec, dotProduct, dyad, Matrix.smul_apply, Matrix.of_apply, overlap,
    Finset.mul_sum, Finset.smul_sum, smul_mul_assoc, mul_assoc]

/-- Quaternionic Householder step: for distinct `x`, `y` of equal norm with `y* x` real, the
vector `v = x - y` has `v* v ≠ 0`, and `1 - 2 v v* / (v* v)` is Hermitian, squares to one and
maps `x` to `y`. -/
theorem householder_step [DecidableEq n] {x y : n → ℍ[ℝ]} (hne : x ≠ y)
    (hn : sqNorm x = sqNorm y) (hreal : ∃ r : ℝ, overlap y x = (r : ℍ[ℝ])) :
    overlap (x - y) (x - y) ≠ 0 ∧ (reflector (x - y))ᴴ = reflector (x - y) ∧
      reflector (x - y) * reflector (x - y) = 1 ∧ reflector (x - y) *ᵥ x = y := by
  obtain ⟨r, hr⟩ := hreal
  have hN : sqNorm (x - y) ≠ 0 := sqNorm_ne_zero (sub_ne_zero.2 hne)
  have hl (z : n → ℍ[ℝ]) : overlap (x - y) z = overlap x z - overlap y z := by
    simp only [overlap, Pi.sub_apply, star_sub, sub_mul, Finset.sum_sub_distrib]
  -- a real overlap is symmetric
  have hxy : overlap x y = (r : ℍ[ℝ]) := by
    have h : overlap x y = star (overlap y x) := by
      simp only [overlap, star_sum, star_mul, star_star]
    rw [h, hr, Quaternion.star_coe]
  have e1 : overlap (x - y) y = -overlap (x - y) x := by
    rw [hl, hl, overlap_self, overlap_self, hn, hxy, hr]
    abel
  -- hence `v* v = 2 v* x`
  have e2 : overlap (x - y) (x - y) = overlap (x - y) x + overlap (x - y) x := by
    have h : overlap (x - y) (x - y) = overlap (x - y) x - overlap (x - y) y := by
      simp only [overlap, Pi.sub_apply, mul_sub, Finset.sum_sub_distrib]
    rw [h, e1, sub_neg_eq_add]
  have e3 : overlap (x - y) x = (sqNorm (x - y) / 2) • (1 : ℍ[ℝ]) := by
    calc overlap (x - y) x
        = (1 / 2 : ℝ) • (overlap (x - y) x + overlap (x - y) x) := by module
      _ = (1 / 2 : ℝ) • (sqNorm (x - y) • (1 : ℍ[ℝ])) := by rw [← e2, overlap_self]
      _ = (sqNorm (x - y) / 2) • (1 : ℍ[ℝ]) := by module
  refine ⟨?_, (reflector_hermitian_involution _).1, (reflector_hermitian_involution _).2, ?_⟩
  · rw [overlap_self]
    exact smul_ne_zero hN one_ne_zero
  · funext i
    have h1 : 2 / sqNorm (x - y) * (sqNorm (x - y) / 2) = 1 := by field_simp
    rw [reflector_mulVec, e3, mul_smul_comm, mul_one, smul_smul, h1, one_smul,
      Pi.sub_apply, sub_sub_cancel]

/-- Some Hermitian quaternion matrix with square one maps `x` to `y` if and only if `x` and `y`
have equal norm and `y* x` is real. -/
theorem exists_hermitian_involution_iff [DecidableEq n] (x y : n → ℍ[ℝ]) :
    (∃ A : Matrix n n ℍ[ℝ], Aᴴ = A ∧ A * A = 1 ∧ A *ᵥ x = y) ↔
      sqNorm x = sqNorm y ∧ ∃ r : ℝ, overlap y x = (r : ℍ[ℝ]) := by
  constructor
  · rintro ⟨A, hA, hA2, rfl⟩
    constructor
    · -- a Hermitian involution preserves the norm
      have h : overlap (A *ᵥ x) (A *ᵥ x) = overlap x x := by
        rw [overlap_mulVec, hA, Matrix.mulVec_mulVec, hA2, Matrix.one_mulVec]
      rw [overlap_self, overlap_self] at h
      have h' := congrArg (fun q : ℍ[ℝ] => q.re) h
      simpa using h'.symm
    · -- for Hermitian `A` the quaternion `(A x)* x` is real
      have h : star (overlap (A *ᵥ x) x) = overlap (A *ᵥ x) x := by
        have h1 : star (overlap (A *ᵥ x) x) = overlap x (A *ᵥ x) := by
          simp only [overlap, star_sum, star_mul, star_star]
        rw [h1, overlap_mulVec, hA]
      exact ⟨_, Quaternion.star_eq_self.1 h⟩
  · rintro ⟨hn, hr⟩
    by_cases hxy : x = y
    · exact ⟨1, Matrix.conjTranspose_one, one_mul 1, by rw [Matrix.one_mulVec, hxy]⟩
    · exact ⟨_, (householder_step hxy hn hr).2⟩

omit [Fintype n] in
/-- Time reversal squares to minus one, and a complex scalar acting from the right comes out
conjugated. -/
theorem timeReversal_kramers (x : n → ℍ[ℝ]) (z : ℂ) :
    timeReversal (timeReversal x) = -x ∧
      timeReversal (fun i => x i * ofComplex z) =
        fun i => timeReversal x i * ofComplex (star z) := by
  -- compare the four real components of each product
  have hj : unitJ * unitJ = -1 := by
    ext <;> (simp only [Quaternion.re_mul, Quaternion.imI_mul, Quaternion.imJ_mul,
      Quaternion.imK_mul]; simp [unitJ])
  have hz : ofComplex z * unitJ = unitJ * ofComplex (star z) := by
    ext <;> (simp only [Quaternion.re_mul, Quaternion.imI_mul, Quaternion.imJ_mul,
      Quaternion.imK_mul]; simp [unitJ, ofComplex])
  constructor
  · funext i
    simp only [timeReversal, mul_assoc, hj, mul_neg, mul_one, Pi.neg_apply]
  · funext i
    simp only [timeReversal, mul_assoc, hz]

/-- The Householder matrix commutes with time reversal. -/
theorem reflector_timeReversal [DecidableEq n] (v x : n → ℍ[ℝ]) :
    reflector v *ᵥ timeReversal x = timeReversal (reflector v *ᵥ x) := by
  funext i
  simp only [timeReversal, Matrix.mulVec, dotProduct, Finset.sum_mul, mul_assoc]

end

end QuaternionicHouseholder
```

```lean
#print axioms QuaternionicHouseholder.householder_step
-- 'QuaternionicHouseholder.householder_step' depends on axioms: [propext, Classical.choice, Quot.sound]
#print axioms QuaternionicHouseholder.exists_hermitian_involution_iff
-- 'QuaternionicHouseholder.exists_hermitian_involution_iff' depends on axioms: [propext, Classical.choice, Quot.sound]
#print axioms QuaternionicHouseholder.timeReversal_kramers
-- 'QuaternionicHouseholder.timeReversal_kramers' depends on axioms: [propext, Classical.choice, Quot.sound]
#print axioms QuaternionicHouseholder.reflector_timeReversal
-- 'QuaternionicHouseholder.reflector_timeReversal' depends on axioms: [propext, Classical.choice, Quot.sound]
```

## Quaternion columns and Kramers symmetry

Vectors are columns `n → ℍ[ℝ]` over a finite index set; they need not be normalised. The star is quaternion conjugation, combined with transposition for vectors and matrices, and $\|x\|=\sqrt{x^*x}$. The function `overlap x y` is $x^*y=\sum_i x_i^*y_i$, `sqNorm x` is the real number $\sum_i|x_i|^2$, and `reflector v` is $P$. Matrices act from the left and complex scalars from the right.

With each quaternion entry holding the two complex coefficients of one Kramers pair of basis functions, time reversal $T$ multiplies each entry by the unit $j$ from the right. Since $j^2=-1$ and $zj=j\bar z$ for complex $z$,

$$T^2x=-x,\qquad T(xz)=(Tx)\bar z .$$

This is the Kramers case, as for an odd number of electrons. `timeReversal_kramers` checks $j^2=-1$ and $zj=j\bar z$ on the four real components and obtains both identities from them by associativity. `reflector_timeReversal` states that $PT=TP$, which follows from associativity and distributivity: $\sum_k P_{ik}(x_kj)=(\sum_k P_{ik}x_k)j$.

The main theorem, `householder_step`, assumes $x\ne y$, equal squared norms, and a real $r$ with $y^*x=r$. It concludes that $v^*v\neq0$, $P^*=P$, $P^2=1$ and $Px=y$. `exists_hermitian_involution_iff` adds that a Hermitian involution taking $x$ to $y$ exists exactly when the norms agree and $y^*x$ is real; here $x=y$ is allowed, and the identity serves. The translation between quaternion matrices and complex matrices of twice the size is not formalised here, nor is rounding error.

## Why P is a Hermitian involution

Write $N=v^*v=\sum_i|v_i|^2$. This is real, and positive for $v\ne0$ (`overlap_self`, `sqNorm_ne_zero`). The dyad $D=vv^*$ is Hermitian, and because the real number $N$ commutes with every quaternion,

$$D^2=v(v^*v)v^*=N D .$$

Therefore

$$P^2=1-\frac{4}{N}D+\frac{4}{N^2}D^2=1 .$$

In `reflector_hermitian_involution` the identity for $D^2$ is `hD`, and `hc` is the cancellation of the coefficients. The lemma covers $v=0$ too, where Lean's division by zero makes $P$ the identity.

## Why x lands on y

Let $s=x^*x=y^*y$ and $y^*x=r$. Conjugation gives $x^*y=(y^*x)^*=r$, so

$$v^*x=s-r,\qquad v^*y=r-s=-v^*x .$$

Subtracting, $N=v^*x-v^*y=2v^*x$, hence $v^*x=N/2$ and

$$Px=x-v\,\frac{2}{N}\,v^*x=x-v=y .$$

The steps `e1`, `e2` and `e3` are $v^*y=-v^*x$, $N=2v^*x$ and $v^*x=N/2$, and `reflector_mulVec` supplies the formula for $Px$.

For the converse, let $A^*=A$, $A^2=1$ and $y=Ax$. Moving $A$ across the overlap (`overlap_mulVec`) gives

$$y^*y=x^*A^2x=x^*x,\qquad y^*x=x^*Ax=x^*y=(y^*x)^* ,$$

and a quaternion equal to its conjugate is real.

## When a hypothesis is missing

For $n=1$, every nonzero $v$ gives $P=1-2=-1$. With $x=1$ and $y=j$ the norms agree, but $y^*x=-j$ is not real, and $Px=-1\neq j$. With $x=2$ and $y=1$ the overlap is real but the norms differ, and $Px=-2\ne1$.

## Clearing a column in a diagonalisation

To reduce a Hermitian quaternion matrix to tridiagonal form, one takes the part $x$ of a column below the diagonal and maps it to a multiple of the first unit vector $e_1$. For $x\neq0$, write $x_1=u|x_1|$ with $|u|=1$ (any unit $u$ if $x_1=0$) and choose

$$y=-e_1u\|x\| .$$

Then $\|y\|=\|x\|$ and $y^*x=-\|x\||x_1|$ is real. It is not positive, so $y\ne x$, and the minus sign avoids cancellation in the first entry of $v$. A program need not store $P$: it can apply $z\mapsto z-v\,(2v^*z/N)$ directly.

In electronic structure with spin-orbit coupling, for a finite matrix with time-reversal symmetry of Kramers type, written in a basis of Kramers pairs, such a step, applied to the matrix from both sides, keeps the Hermitian quaternion form and with it the pairing of states.
